# The classical crossing frequency \(k_BT/h\) is independent of mass and of the length of the transition state

A. Take a classical particle of mass \(m\), in equilibrium at inverse temperature \(\beta=1/k_BT\), crossing a barrier top along one coordinate. Average its forward velocity over the thermal distribution of all momenta, with negative momenta contributing zero. Divide by the length \(\delta\) assigned to the transition state, and multiply by the translational partition function on that length. The result is

\[
\nu=\frac{1}{\beta h}=\frac{k_BT}{h}.
\]

The same value holds for other kinetic energies \(K(p)\) of the momentum \(p\), provided that \(K(0)=0\), that \(K\) is continuous from the right at \(p=0\), that at positive \(p\) it is differentiable, never decreases and grows without bound, and that \(e^{-\beta K}\) has a finite momentum integral.

Q. Heavy particles are slower. Where does the mass go?

A. Into the partition function. Hamilton's equation gives the velocity \(v=dK/dp\), so

\[
\frac{d}{dp}\left(-\frac{e^{-\beta K}}{\beta}\right)=v\,e^{-\beta K},
\qquad
\int_0^\infty v\,e^{-\beta K}\,dp=\frac{e^{-\beta K(0)}}{\beta},
\]

because \(e^{-\beta K}\) vanishes at infinite momentum. Write \(Z=\int_{-\infty}^{\infty}e^{-\beta K}dp\). Then

\[
\nu=\frac{1}{\delta}\cdot\frac{e^{-\beta K(0)}}{\beta Z}\cdot\frac{\delta}{h}Z=\frac{e^{-\beta K(0)}}{\beta h}.
\]

For \(K=p^2/2m\) we have \(K(0)=0\) and \(Z=\sqrt{2\pi m/\beta}\). The forward velocity is \(1/\sqrt{2\pi m\beta}\), which falls as \(m^{-1/2}\), while the partition function rises as \(m^{1/2}\).

Q. Show me with numbers.

A. In dimensionless units take \(m=2\), \(\beta=1/2\), \(\delta=3\), \(h=4\). The flux integral is \(1/\beta=2\), and \(Z=\sqrt{8\pi}\approx5.013\). The forward velocity is \(2/5.013\approx0.399\), and division by \(\delta\) gives \(0.133\). The partition function is \(\tfrac34\cdot5.013\approx3.760\). The product is \(0.500\), which equals \(1/(\beta h)\).

Q. Does the Lean code define these same quantities, or is the answer built in?

A. The definitions contain only the integrals and prefactors.

```lean
import Mathlib

open MeasureTheory Set Filter Topology
open scoped Real

namespace TransitionStateFrequency

noncomputable section

/-- Thermal average of the forward velocity `v` for kinetic energy `K`, with backward momenta
counted as zero. Its domain is the set of `β`, `K`, `v` with a finite, nonzero integral of
`exp(-βK)` over all momenta and with `v * exp(-βK)` integrable over positive momenta. -/
def forwardVelocity (β : ℝ) (K v : ℝ → ℝ) : ℝ :=
  (∫ p in Ioi (0 : ℝ), v p * Real.exp (-β * K p)) / ∫ p, Real.exp (-β * K p)

/-- Classical translational partition function on a segment of length `δ`, for `h ≠ 0` and a finite
momentum integral. -/
def translationalQ (β h δ : ℝ) (K : ℝ → ℝ) : ℝ :=
  δ / h * ∫ p, Real.exp (-β * K p)

/-- Crossing frequency: the forward velocity over the length `δ` of the transition state, times the
translational partition function. Its domain is `h ≠ 0`, `δ ≠ 0`, a finite, nonzero integral of
`exp(-βK)` over all momenta, and `v * exp(-βK)` integrable over positive momenta. -/
def crossingFrequency (β h δ : ℝ) (K v : ℝ → ℝ) : ℝ :=
  forwardVelocity β K v / δ * translationalQ β h δ K

/-- Kinetic energy of a relativistic particle of mass `m`, with `c` the speed of light. -/
def relativisticK (m c p : ℝ) : ℝ :=
  √((m * c ^ 2) ^ 2 + (c * p) ^ 2) - m * c ^ 2
```

`Ioi (0 : ℝ)` is the set of positive momenta. `forwardVelocity` divides by the integral over all momenta, so backward movers count as zero; it is not the mean speed of the forward movers alone. `translationalQ` is the classical partition function, in which \(h\), Planck's constant, is the phase-space area assigned to one state. `crossingFrequency` is \(\nu\), which is not a vibrational frequency. The letter `K` is a kinetic energy, not an equilibrium constant.

Q. But `v` is a separate argument. I could insert any function.

A. The definition allows that; the theorem doesn't. `universal_crossing_frequency` states \(h\nu=e^{-\beta K(0)}/\beta\) for \(\beta>0\) and nonzero \(h\) and \(\delta\), under these conditions:

- `HasDerivAt K (v p) p` for \(p>0\) is Hamilton's equation.
- `0 ≤ v p` for \(p>0\) says that positive momentum never means backward motion.
- `ContinuousWithinAt K (Ici 0) 0` is continuity from the right at zero momentum, which allows a kink there.
- `Tendsto K atTop atTop` says that the kinetic energy is unbounded as \(p\to+\infty\).
- `Integrable` makes \(Z\) finite.

A nonzero \(K(0)\) is an energy offset, and it appears as its Boltzmann factor.

Q. Then take me through the proof.

A. It starts with the derivative above. The chain rule produces a factor \(-\beta\), and `field_simp` cancels it against the denominator.

```lean
/-- If the velocity is the momentum derivative of the kinetic energy and `β ≠ 0`, the
Boltzmann-weighted velocity is the momentum derivative of `-exp(-βK)/β`. -/
theorem hasDerivAt_boltzmann {β : ℝ} (hβ : β ≠ 0) {K : ℝ → ℝ} {v p : ℝ}
    (hK : HasDerivAt K v p) :
    HasDerivAt (fun q => -(Real.exp (-β * K q) / β)) (v * Real.exp (-β * K p)) p := by
  refine (((hK.const_mul (-β)).exp).div_const β).fun_neg.congr_deriv ?_
  field_simp
```

Q. What does unbounded kinetic energy contribute?

A. Stop the integral at a momentum \(P\) and the upper limit leaves a term:

\[
\int_0^P v\,e^{-\beta K}dp=\frac{e^{-\beta K(0)}-e^{-\beta K(P)}}{\beta}.
\]

This is the fundamental theorem of calculus on a finite interval, with \(v\) assumed continuous so that the integrand is integrable.

```lean
/-- With momenta cut off at `P ≥ 0`, a continuous velocity `v = dK/dp` and `β ≠ 0`, the forward
flux integral is the difference of the Boltzmann factors at the two ends, divided by `β`. -/
theorem flux_with_cutoff {β P : ℝ} (hβ : β ≠ 0) (hP : 0 ≤ P) {K v : ℝ → ℝ}
    (hK : ∀ p ∈ Icc 0 P, HasDerivAt K (v p) p) (hv : ContinuousOn v (Icc 0 P)) :
    ∫ p in (0 : ℝ)..P, v p * Real.exp (-β * K p) =
      (Real.exp (-β * K 0) - Real.exp (-β * K P)) / β := by
  have hKc : ContinuousOn K (Icc 0 P) :=
    fun p hp => (hK p hp).continuousAt.continuousWithinAt
  have hc : ContinuousOn (fun p => v p * Real.exp (-β * K p)) (uIcc 0 P) := by
    rw [uIcc_of_le hP]
    exact hv.mul (continuousOn_const.mul hKc).rexp
  rw [intervalIntegral.integral_eq_sub_of_hasDerivAt
    (fun p hp => hasDerivAt_boltzmann hβ (hK p (by rwa [uIcc_of_le hP] at hp)))
    hc.intervalIntegrable]
  ring
```

With unbounded \(K\) the second exponential tends to zero, which is `hlim` in the next proof. The half-line version of the fundamental theorem then applies, and the nonnegative velocity supplies integrability in place of continuity.

```lean
/-- For `β > 0` and a kinetic energy that is continuous from the right at zero momentum, has
nonnegative velocity `v = dK/dp` at positive momenta and grows without bound, the forward flux
integral is `exp(-βK(0))/β`. -/
theorem forward_flux {β : ℝ} (hβ : 0 < β) {K v : ℝ → ℝ}
    (hK0 : ContinuousWithinAt K (Ici 0) 0) (hK : ∀ p, 0 < p → HasDerivAt K (v p) p)
    (hv : ∀ p, 0 < p → 0 ≤ v p) (hinf : Tendsto K atTop atTop) :
    ∫ p in Ioi (0 : ℝ), v p * Real.exp (-β * K p) = Real.exp (-β * K 0) / β := by
  -- the antiderivative vanishes at infinite momentum
  have hlim : Tendsto (fun q => -(Real.exp (-β * K q) / β)) atTop (𝓝 0) := by
    have h1 : Tendsto (fun q => -β * K q) atTop atBot :=
      hinf.const_mul_atTop_of_neg (by linarith)
    have h2 := ((Real.tendsto_exp_atBot.comp h1).div_const β).neg
    simpa [Function.comp_def] using h2
  have hcont : ContinuousWithinAt (fun q => -(Real.exp (-β * K q) / β)) (Ici 0) 0 :=
    ((continuousWithinAt_const.mul hK0).rexp.div_const β).neg
  rw [integral_Ioi_of_hasDerivAt_of_nonneg hcont
    (fun p hp => hasDerivAt_boltzmann hβ.ne' (hK p hp))
    (fun p hp => mul_nonneg (hv p hp) (Real.exp_pos _).le) hlim]
  simp
```

Q. And the cancellation of \(Z\)?

A. It needs \(Z\neq0\). `integral_exp_pos` gives \(Z>0\), `generalize` replaces the integral by a single symbol, and `field_simp` cancels \(Z\), \(\delta\) and \(h\).

```lean
/-- Universal crossing frequency: `hν = exp(-βK(0))/β` for `β > 0`, nonzero `h` and `δ`, and
every kinetic energy as in `forward_flux` whose Boltzmann factor is integrable over momentum. -/
theorem universal_crossing_frequency {β h δ : ℝ} (hβ : 0 < β) (hh : h ≠ 0) (hδ : δ ≠ 0)
    {K v : ℝ → ℝ} (hK0 : ContinuousWithinAt K (Ici 0) 0)
    (hK : ∀ p, 0 < p → HasDerivAt K (v p) p) (hv : ∀ p, 0 < p → 0 ≤ v p)
    (hinf : Tendsto K atTop atTop) (hint : Integrable (fun p => Real.exp (-β * K p))) :
    h * crossingFrequency β h δ K v = Real.exp (-β * K 0) / β := by
  have hZ : 0 < ∫ p, Real.exp (-β * K p) := integral_exp_pos hint
  unfold crossingFrequency forwardVelocity translationalQ
  rw [forward_flux hβ hK0 hK hv hinf]
  -- the momentum integral and the length cancel
  generalize (∫ p, Real.exp (-β * K p)) = Z at hZ ⊢
  have hZ' := hZ.ne'
  field_simp
```

Q. My textbook has \(\sqrt{2\pi m/\beta}\) written out.

A. So does the Newtonian theorem. `hf` rewrites the exponent as \(-(\beta/2m)p^2\), and `integral_gaussian` evaluates \(Z\). The rest checks the general conditions for \(K=p^2/2m\) and \(v=p/m\).

```lean
/-- For a particle with kinetic energy `p²/2m`, where `m, β, h, δ > 0`, the forward velocity over
`δ`, times the partition function `(δ/h)√(2πm/β)`, is a frequency `ν` with `hν = 1/β`. -/
theorem newtonian_crossing_frequency {m β h δ : ℝ} (hm : 0 < m) (hβ : 0 < β) (hh : 0 < h)
    (hδ : 0 < δ) :
    h * (forwardVelocity β (fun p => p ^ 2 / (2 * m)) (fun p => p / m) / δ *
      (δ / h * √(2 * π * m / β))) = 1 / β := by
  have hf : (fun p : ℝ => Real.exp (-β * (p ^ 2 / (2 * m)))) =
      fun p => Real.exp (-(β / (2 * m)) * p ^ 2) := by
    funext p
    congr 1
    ring
  -- the Gaussian momentum integral
  have hQ : translationalQ β h δ (fun p => p ^ 2 / (2 * m)) = δ / h * √(2 * π * m / β) := by
    unfold translationalQ
    rw [hf, integral_gaussian]
    congr 2
    field_simp
  have hmain := universal_crossing_frequency (K := fun p => p ^ 2 / (2 * m))
    (v := fun p => p / m) hβ hh.ne' hδ.ne'
    (by fun_prop)
    (fun p _ => ((hasDerivAt_pow 2 p).div_const (2 * m)).congr_deriv
      (by push_cast; field_simp))
    (fun p hp => by positivity)
    ((tendsto_pow_atTop two_ne_zero).atTop_div_const (by positivity))
    (by rw [hf]; exact integrable_exp_neg_mul_sq (by positivity))
  rw [← hQ]
  simpa [crossingFrequency] using hmain
```

Q. Is there a case where the Gaussian is no help?

A. A relativistic particle, with \(c\) the speed of light:

\[
K=\sqrt{m^2c^4+c^2p^2}-mc^2,\qquad v=\frac{c^2p}{\sqrt{m^2c^4+c^2p^2}}.
\]

The root is at least \(c|p|\), so \(K\ge c|p|-mc^2\). Hence \(K\) is unbounded, and \(e^{-\beta K}\le e^{\beta mc^2}e^{-\beta c|p|}\).

```lean
/-- For `c > 0` the relativistic kinetic energy is at least `c|p| - mc²`. -/
theorem relativisticK_lower {c : ℝ} (hc : 0 < c) (m p : ℝ) :
    c * |p| - m * c ^ 2 ≤ relativisticK m c p := by
  have h : |c * p| ≤ √((m * c ^ 2) ^ 2 + (c * p) ^ 2) :=
    Real.abs_le_sqrt (by nlinarith [sq_nonneg (m * c ^ 2)])
  rw [abs_mul, abs_of_pos hc] at h
  unfold relativisticK
  linarith
```

The bounding exponential is integrable. For \(a>0\), the inequality \(e^x\ge1+x+x^2/2\) at \(x=a|p|\) gives \(e^{-a|p|}\le(1+2/a^2)/(1+p^2)\), and the right-hand side has a finite integral.

```lean
/-- For `a > 0` the weight `exp(-a|p|)` is integrable over all momenta. -/
theorem integrable_exp_neg_abs {a : ℝ} (ha : 0 < a) :
    Integrable (fun p : ℝ => Real.exp (-(a * |p|))) := by
  refine (integrable_inv_one_add_sq.const_mul (1 + 2 / a ^ 2)).mono'
    (by fun_prop : Continuous fun p : ℝ => Real.exp (-(a * |p|))).aestronglyMeasurable
    (ae_of_all _ fun p => ?_)
  rw [Real.norm_eq_abs, abs_of_pos (Real.exp_pos _), Real.exp_neg, ← div_eq_mul_inv,
    inv_eq_one_div, div_le_div_iff₀ (Real.exp_pos _) (by positivity)]
  have hq := Real.quadratic_le_exp_of_nonneg (x := a * |p|) (by positivity)
  have hx : 0 ≤ a * |p| := by positivity
  have e : (1 + 2 / a ^ 2) * (1 + (a * |p|) ^ 2 / 2) =
      1 + p ^ 2 + (a ^ 2 * p ^ 2 / 2 + 2 / a ^ 2) := by
    rw [mul_pow, sq_abs]
    field_simp
    ring
  have hr : 0 ≤ a ^ 2 * p ^ 2 / 2 + 2 / a ^ 2 := by positivity
  calc 1 * (1 + p ^ 2) ≤ (1 + 2 / a ^ 2) * (1 + (a * |p|) ^ 2 / 2) := by rw [e]; linarith
    _ ≤ (1 + 2 / a ^ 2) * Real.exp (a * |p|) :=
      mul_le_mul_of_nonneg_left (by linarith) (by positivity)
```

The last theorem computes \(K(0)=0\), differentiates the root and applies the general result. Mass zero is allowed: there \(K=c|p|\), whose kink at \(p=0\) is harmless.

```lean
/-- A relativistic particle of mass `m ≥ 0` has a crossing frequency `ν` with `hν = 1/β`, for
`c, β, h, δ > 0`. -/
theorem relativistic_crossing_frequency {m c β h δ : ℝ} (hm : 0 ≤ m) (hc : 0 < c)
    (hβ : 0 < β) (hh : 0 < h) (hδ : 0 < δ) :
    h * crossingFrequency β h δ (relativisticK m c)
      (fun p => c ^ 2 * p / √((m * c ^ 2) ^ 2 + (c * p) ^ 2)) = 1 / β := by
  have hcont : Continuous (relativisticK m c) := by
    unfold relativisticK
    fun_prop
  have hzero : relativisticK m c 0 = 0 := by
    unfold relativisticK
    rw [mul_zero, zero_pow two_ne_zero, add_zero, Real.sqrt_sq (by positivity), sub_self]
  have hderiv : ∀ p, 0 < p → HasDerivAt (relativisticK m c)
      (c ^ 2 * p / √((m * c ^ 2) ^ 2 + (c * p) ^ 2)) p := by
    intro p hp
    have h1 : HasDerivAt (fun q => (m * c ^ 2) ^ 2 + (c * q) ^ 2) (2 * (c ^ 2 * p)) p :=
      ((((hasDerivAt_id' p).const_mul c).fun_pow 2).const_add ((m * c ^ 2) ^ 2)).congr_deriv
        (by push_cast; ring)
    have hne : (m * c ^ 2) ^ 2 + (c * p) ^ 2 ≠ 0 := by positivity
    exact ((h1.sqrt hne).sub_const (m * c ^ 2)).congr_deriv
      (mul_div_mul_left _ _ two_ne_zero)
  have hinf : Tendsto (relativisticK m c) atTop atTop := by
    have hl : Tendsto (fun p : ℝ => c * p + -(m * c ^ 2)) atTop atTop :=
      tendsto_atTop_add_const_right atTop _ (tendsto_id.const_mul_atTop hc)
    refine tendsto_atTop_mono (fun p => ?_) hl
    nlinarith [relativisticK_lower hc m p, le_abs_self p]
  -- the Boltzmann factor is dominated by an exponential in |p|
  have hint : Integrable (fun p => Real.exp (-β * relativisticK m c p)) := by
    refine ((integrable_exp_neg_abs (mul_pos hβ hc)).const_mul
      (Real.exp (β * (m * c ^ 2)))).mono'
      (continuous_const.mul hcont).rexp.aestronglyMeasurable (ae_of_all _ fun p => ?_)
    rw [Real.norm_eq_abs, abs_of_pos (Real.exp_pos _), ← Real.exp_add, Real.exp_le_exp]
    have hb := mul_le_mul_of_nonneg_left (relativisticK_lower hc m p) hβ.le
    linarith
  rw [universal_crossing_frequency hβ hh.ne' hδ.ne' hcont.continuousWithinAt hderiv
    (fun p hp => by positivity) hinf hint, hzero, mul_zero, Real.exp_zero]

end

end TransitionStateFrequency
```

```lean
#print axioms TransitionStateFrequency.flux_with_cutoff
-- 'TransitionStateFrequency.flux_with_cutoff' depends on axioms: [propext, Classical.choice, Quot.sound]
#print axioms TransitionStateFrequency.newtonian_crossing_frequency
-- 'TransitionStateFrequency.newtonian_crossing_frequency' depends on axioms: [propext, Classical.choice, Quot.sound]
#print axioms TransitionStateFrequency.relativistic_crossing_frequency
-- 'TransitionStateFrequency.relativistic_crossing_frequency' depends on axioms: [propext, Classical.choice, Quot.sound]
```

Q. I still don't see a reaction rate.

A. You have one factor of it, \(k_BT/h\), for one classical coordinate whose kinetic energy depends on momentum alone. The step to a real reaction is to count each forward crossing from an equilibrium population as one reaction. Trajectories that recross the barrier violate that, and no hypothesis here concerns them.

Q. Where does the factor enter an actual calculation?

A. Take a unimolecular reaction of a molecule with \(N\) atoms whose saddle-point geometry is nonlinear. An electronic-structure program supplies the energy and Hessian at the reactant's minimum and at the saddle point. Of the \(3N-6\) vibrational modes at the saddle, one has an imaginary frequency: the reaction coordinate, treated here as separable and classical. It is left out of the saddle's partition function \(Q^\ddagger\), which keeps the other \(3N-7\), and \(k_BT/h\) takes its place:

\[
k=\frac{k_BT}{h}\,\frac{Q^\ddagger}{Q_R}\,e^{-\beta E^\ddagger}.
\]

Here \(k\) is the transition-state estimate of the rate constant, \(Q_R\) the reactant's partition function, and \(E^\ddagger\) the energy zero of \(Q^\ddagger\) minus that of \(Q_R\). No value of \(\delta\) is ever chosen, and no mass of the reaction coordinate enters the factor \(k_BT/h\).
